# A residual bound on the lowest Hessian eigenvalue, given a lower bound on the others

A minimum-mode search for a saddle point follows an approximate softest mode $n$ of the Hessian $H$, and the question is how far the curvature along $n$ lies from the true lowest eigenvalue $h$. Since that eigenvalue may be degenerate, the model takes $h$ as the least element of the set of eigenvalues, whatever its multiplicity. The gap is then a condition on the eigenvalues different from $h$: all of them are at least some real number $m$.

The Hessian itself is a linear map `H : E →ₗ[ℝ] E` on a real inner product space `E`, the space of displacements. No basis is chosen, and `H.IsSymmetric` says that $\langle Hx,y\rangle=\langle x,Hy\rangle$ for all $x,y$.

```lean
import Mathlib

open Module.End

namespace MinimumMode

variable {E : Type*} [NormedAddCommGroup E] [InnerProductSpace ℝ E]
```

## Curvature and residual of a trial mode

For a unit vector $n$ the curvature of the energy surface along $n$ is

$$c=\langle n,Hn\rangle .$$

The definition does not divide by $\|n\|^2$, so the theorems that use it assume `‖n‖ = 1`.

```lean
/-- The curvature `⟨n, H n⟩` of the energy surface with Hessian `H` along a unit vector `n`. -/
noncomputable def curvature (H : E →ₗ[ℝ] E) (n : E) : ℝ := inner ℝ n (H n)
```

The residual measures how far $n$ is from being an eigenvector:

$$r=\|Hn-cn\| .$$

Both numbers follow from the single product $Hn$.

```lean
/-- The residual `‖H n - c n‖` of a trial mode `n`, where `c` is its curvature. -/
noncomputable def residual (H : E →ₗ[ℝ] E) (n : E) : ℝ := ‖H n - curvature H n • n‖
```

## An identity for two shifted Hessians

Put $\rho=Hn-cn$, so that $\|\rho\|=r$. Because $n$ is a unit vector, $\langle n,\rho\rangle=c-c=0$. For any real $h$ and $m$,

$$(H-h)n=(c-h)n+\rho,\qquad (H-m)n=(c-m)n+\rho,$$

and the cross terms vanish in the inner product:

$$\langle (H-h)n,(H-m)n\rangle=r^2-(c-h)(m-c).$$

The Lean proof expands both sides into $\langle Hn,Hn\rangle$, $c$, $h$ and $m$, and `ring` compares them. It needs neither symmetry of $H$ nor any property of $h$ and $m$.

```lean
/-- For a unit vector `n` with curvature `c` and residual `r`, and any real `h` and `m`, the
inner product of `(H - h) n` and `(H - m) n` equals `r² - (c - h)(m - c)`. -/
theorem inner_shifted_eq (H : E →ₗ[ℝ] E) {n : E} (hn : ‖n‖ = 1) (h m : ℝ) :
    inner ℝ (H n - h • n) (H n - m • n)
      = residual H n ^ 2 - (curvature H n - h) * (m - curvature H n) := by
  have hnn : inner ℝ n n = (1 : ℝ) := by
    rw [real_inner_self_eq_norm_sq, hn]; norm_num
  have hcomm : inner ℝ (H n) n = inner ℝ n (H n) := real_inner_comm n (H n)
  rw [residual, ← real_inner_self_eq_norm_sq]
  simp only [curvature, inner_sub_left, inner_sub_right, real_inner_smul_left,
    real_inner_smul_right, hnn, hcomm]
  ring
```

## Two-level mixtures give equality

Suppose that $n=u+v$ with $Hu=hu$ and $Hv=mv$. Then

$$(H-h)n=(m-h)v,\qquad (H-m)n=(h-m)u .$$

Symmetry gives $m\langle v,u\rangle=h\langle v,u\rangle$, hence $(m-h)\langle v,u\rangle=0$. The inner product in the identity is therefore zero, so $r^2=(c-h)(m-c)$. If $c<m$, division gives

$$c-h=\frac{r^2}{m-c}.$$

The vectors $u$ and $v$ are not normalised. With unit vectors $\hat u$, $\hat v$ and $h<m$, one writes $n=\cos\theta\,\hat u+\sin\theta\,\hat v$ and finds $c-h=(m-h)\sin^2\theta$ and $r=(m-h)|\sin\theta\cos\theta|$.

In the proof, `h1` and `h2` are the two shifted vectors, `s` is the symmetry relation, and `hz` states that the inner product vanishes.

```lean
/-- Let `H` be symmetric and let the unit vector `n` be a sum `u + v` with `H u = h u` and
`H v = m v`. If its curvature `c` is below `m`, then `c - h = r² / (m - c)`. -/
theorem curvature_error_eq {H : E →ₗ[ℝ] E} (hH : H.IsSymmetric) {h m : ℝ} {n u v : E}
    (hn : ‖n‖ = 1) (hdec : n = u + v) (hu : H u = h • u) (hv : H v = m • v)
    (hc : curvature H n < m) :
    curvature H n - h = residual H n ^ 2 / (m - curvature H n) := by
  have key := inner_shifted_eq H hn h m
  have h1 : H n - h • n = (m - h) • v := by
    rw [hdec, map_add, hu, hv]; module
  have h2 : H n - m • n = (h - m) • u := by
    rw [hdec, map_add, hu, hv]; module
  -- symmetry makes the two components orthogonal unless h = m
  have s := hH v u
  rw [hu, hv, real_inner_smul_left, real_inner_smul_right] at s
  have hz : inner ℝ (H n - h • n) (H n - m • n) = (0 : ℝ) := by
    rw [h1, h2, real_inner_smul_left, real_inner_smul_right]
    linear_combination (h - m) * s
  have hpos : m - curvature H n ≠ 0 := by linarith
  rw [eq_div_iff hpos]
  linarith
```

## Expansion in normal modes

From here on the space has finite dimension $d$. A symmetric $H$ then has an orthonormal basis of eigenvectors $b_i$ with eigenvalues $e_i$, where $i=0,\dots,d-1$:

$$Hb_i=e_ib_i .$$

They are called normal modes here, although the textbook term refers to the mass-weighted Hessian. The theorem applies to that Hessian too, if `H` is taken to be it. The basis comes from Mathlib's spectral theorem.

```lean
variable [FiniteDimensional ℝ E]

/-- A symmetric `H` on a finite-dimensional real inner product space has an orthonormal basis of
eigenvectors. -/
theorem exists_normal_modes {H : E →ₗ[ℝ] E} (hH : H.IsSymmetric) :
    ∃ (b : OrthonormalBasis (Fin (Module.finrank ℝ E)) ℝ E)
      (e : Fin (Module.finrank ℝ E) → ℝ), ∀ i, HasEigenvector H (e i) (b i) :=
  ⟨hH.eigenvectorBasis rfl, hH.eigenvalues rfl, fun i =>
    hH.hasEigenvector_eigenvectorBasis rfl i⟩
```

Write $x_i=\langle b_i,x\rangle$. If $x$ overlaps only with eigenvectors whose eigenvalue is at least $a$, then $a\,x_i^2\le e_i\,x_i^2$ for every $i$: either $x_i=0$ or $a\le e_i$. Summing over the modes gives

$$a\|x\|^2=\sum_i a\,x_i^2\le\sum_i e_i\,x_i^2=\langle x,Hx\rangle .$$

`Finset.sum_le_sum` reduces the claim to single terms, `hcoef` is the relation $\langle b_i,Hx\rangle=e_ix_i$, and `by_cases` separates the two alternatives.

```lean
/-- For symmetric `H`, if `x` overlaps only with eigenvectors whose eigenvalue is at least `a`,
then `a ‖x‖² ≤ ⟨x, H x⟩`. -/
theorem rayleigh_lower_bound {H : E →ₗ[ℝ] E} (hH : H.IsSymmetric) {a : ℝ} {x : E}
    (hx : ∀ μ v, HasEigenvector H μ v → inner ℝ v x ≠ (0 : ℝ) → a ≤ μ) :
    a * ‖x‖ ^ 2 ≤ inner ℝ x (H x) := by
  obtain ⟨b, e, hb⟩ := exists_normal_modes hH
  -- expand both sides in normal modes and compare term by term
  rw [← real_inner_self_eq_norm_sq, ← b.sum_inner_mul_inner x x,
    ← b.sum_inner_mul_inner x (H x), Finset.mul_sum]
  apply Finset.sum_le_sum
  intro i _
  have hcoef : inner ℝ (b i) (H x) = e i * inner ℝ (b i) x := by
    rw [← hH (b i) x, (hb i).apply_eq_smul, real_inner_smul_left]
  rw [hcoef, real_inner_comm (b i) x]
  by_cases h0 : inner ℝ (b i) x = (0 : ℝ)
  · simp [h0]
  · nlinarith [mul_le_mul_of_nonneg_right (hx _ _ (hb i) h0)
      (mul_self_nonneg (inner ℝ (b i) x))]
```

The same expansion fixes the sign of the inner product in the identity. With $n_i=\langle b_i,n\rangle$,

$$\langle (H-h)n,(H-m)n\rangle=\sum_i (e_i-h)(e_i-m)\,n_i^2 .$$

If $e_i=h$, the term is zero. Otherwise $e_i\ge h$ because $h$ is the lowest eigenvalue, and $e_i\ge m$ by the gap condition, so both factors are non-negative. The whole sum is therefore non-negative.

In Lean, `IsLeast` in `hlow` says that $h$ is an eigenvalue and that no eigenvalue is smaller; `hgap` is the gap condition. The fact `hprod` is the sign of the product $(e_i-h)(e_i-m)$.

```lean
/-- If `h` is the lowest eigenvalue of a symmetric `H` and all other eigenvalues are at least
`m`, then the inner product of `(H - h) n` and `(H - m) n` is non-negative for every `n`. -/
theorem inner_shifted_nonneg {H : E →ₗ[ℝ] E} (hH : H.IsSymmetric) {h m : ℝ}
    (hlow : IsLeast {μ : ℝ | HasEigenvalue H μ} h)
    (hgap : ∀ μ, HasEigenvalue H μ → μ ≠ h → m ≤ μ) (n : E) :
    0 ≤ inner ℝ (H n - h • n) (H n - m • n) := by
  obtain ⟨b, e, hb⟩ := exists_normal_modes hH
  rw [← b.sum_inner_mul_inner]
  apply Finset.sum_nonneg
  intro i _
  have hcoef : inner ℝ (b i) (H n) = e i * inner ℝ (b i) n := by
    rw [← hH (b i) n, (hb i).apply_eq_smul, real_inner_smul_left]
  have hev : HasEigenvalue H (e i) := hasEigenvalue_of_hasEigenvector (hb i)
  -- no eigenvalue lies strictly between h and m
  have hprod : 0 ≤ (e i - h) * (e i - m) := by
    by_cases he : e i = h
    · simp [he]
    · exact mul_nonneg (sub_nonneg.mpr (hlow.2 hev)) (sub_nonneg.mpr (hgap _ hev he))
  rw [real_inner_comm (b i) (H n - h • n)]
  simp only [inner_sub_right, real_inner_smul_right, hcoef]
  nlinarith [mul_nonneg hprod (mul_self_nonneg (inner ℝ (b i) n))]
```

## The error in the curvature

Every eigenvalue is at least $h$, so the mode expansion with $a=h$ and $x=n$ gives $h\le c$. The identity and the sign of its left-hand side give

$$(c-h)(m-c)\le r^2 .$$

If $c<m$, division by $m-c>0$ yields

$$0\le c-h\le\frac{r^2}{m-c}.$$

A small residual alone shows only that $c$ is close to some eigenvalue. The gap condition together with $c<m$ ties it to the lowest one.

The number $m$ is assumed and not computed: it stands for prior knowledge of how soft the second-softest distinct mode can be. If $h$ is the only eigenvalue, any $m>c$ will do. The theorem also takes $Hn$ as exact, whereas a dimer calculation obtains it from a finite difference of gradients, whose error would have to be estimated separately.

Read with a real symmetric Hamiltonian matrix in a finite orthonormal basis, the upper bound is Temple's lower bound $h\ge c-r^2/(m-c)$ for the lowest energy of that matrix, not of the full Hamiltonian behind it.

The two bullets of the proof are the two inequalities, and `le_div_iff₀` carries out the division.

```lean
/-- Minimum-mode accuracy: let `h` be the lowest eigenvalue of a symmetric `H` and let all its
other eigenvalues be at least `m`. A unit vector with curvature `c < m` and residual `r`
satisfies `0 ≤ c - h ≤ r² / (m - c)`. -/
theorem curvature_error_bound {H : E →ₗ[ℝ] E} (hH : H.IsSymmetric) {h m : ℝ}
    (hlow : IsLeast {μ : ℝ | HasEigenvalue H μ} h)
    (hgap : ∀ μ, HasEigenvalue H μ → μ ≠ h → m ≤ μ)
    {n : E} (hn : ‖n‖ = 1) (hc : curvature H n < m) :
    0 ≤ curvature H n - h ∧
      curvature H n - h ≤ residual H n ^ 2 / (m - curvature H n) := by
  constructor
  · have hr := rayleigh_lower_bound hH (a := h) (x := n)
      (fun μ v hv _ => hlow.2 (hasEigenvalue_of_hasEigenvector hv))
    rw [hn] at hr
    unfold curvature
    linarith
  · have hk := inner_shifted_nonneg hH hlow hgap n
    rw [inner_shifted_eq H hn] at hk
    rw [le_div_iff₀ (sub_pos.mpr hc)]
    linarith
```

## The error in the mode direction

Split $n=u+w$, where $Hu=hu$ and $w$ is orthogonal to the whole eigenspace of $h$. Then $\langle u,w\rangle=0$ and $\|u\|^2+\|w\|^2=1$, so $\|w\|$ is the sine of the angle between $n$ and that eigenspace. The mixed terms of the curvature vanish, since $\langle u,Hw\rangle=\langle Hu,w\rangle=h\langle u,w\rangle=0$ and $\langle w,Hu\rangle=h\langle w,u\rangle=0$. Hence

$$c=h\|u\|^2+\langle w,Hw\rangle .$$

An eigenvector that overlaps with $w$ cannot have eigenvalue $h$, so its eigenvalue is at least $m$. The mode expansion with $a=m$ gives $\langle w,Hw\rangle\ge m\|w\|^2$, and therefore

$$(m-h)\|w\|^2\le c-h .$$

Since $h\le c$, the factor $m-h$ may be replaced by the smaller $m-c$. With the curvature bound this becomes

$$(m-c)\|w\|^2\le c-h\le\frac{r^2}{m-c},\qquad\text{so}\qquad \|w\|\le\frac{r}{m-c}.$$

The direction error is thus bounded to first order in $r$ and the curvature error to second order, at fixed $m-c$. For a degenerate lowest eigenvalue the theorem bounds the distance to the eigenspace and singles out no vector in it.

In the Lean proof `hq` is the estimate for $w$, `hcurv` the split curvature, `hexcess` the inequality with $m-h$, and `hstep` the one with $m-c$. The square root is taken by `sq_le_sq₀`, which compares squares of non-negative numbers.

```lean
/-- Accuracy of the mode direction: let `h` be the lowest eigenvalue of a symmetric `H` and let all
its other eigenvalues be at least `m`. Let the unit vector `n` have curvature `c < m` and residual
`r`, and split it into `u` with `H u = h u` and `w` orthogonal to the whole eigenspace of `h`. Then
`‖w‖ ≤ r / (m - c)`. -/
theorem direction_error_bound {H : E →ₗ[ℝ] E} (hH : H.IsSymmetric) {h m : ℝ}
    (hlow : IsLeast {μ : ℝ | HasEigenvalue H μ} h)
    (hgap : ∀ μ, HasEigenvalue H μ → μ ≠ h → m ≤ μ)
    {n u w : E} (hn : ‖n‖ = 1) (hc : curvature H n < m) (hdec : n = u + w)
    (hu : H u = h • u) (hw : ∀ v, H v = h • v → inner ℝ v w = (0 : ℝ)) :
    ‖w‖ ≤ residual H n / (m - curvature H n) := by
  obtain ⟨hlo, hup⟩ := curvature_error_bound hH hlow hgap hn hc
  have hpos : 0 < m - curvature H n := sub_pos.mpr hc
  rw [le_div_iff₀ hpos] at hup
  -- w contains only modes with eigenvalue at least m
  have hq : m * ‖w‖ ^ 2 ≤ inner ℝ w (H w) := by
    apply rayleigh_lower_bound hH
    intro μ v hv hne
    refine hgap μ (hasEigenvalue_of_hasEigenvector hv) (fun hμ => hne (hw v ?_))
    rw [← hμ]
    exact hv.apply_eq_smul
  have huw : inner ℝ u w = (0 : ℝ) := hw u hu
  have hwu : inner ℝ w u = (0 : ℝ) := by rw [real_inner_comm, huw]
  have huHw : inner ℝ u (H w) = (0 : ℝ) := by
    rw [← hH u w, hu, real_inner_smul_left, huw, mul_zero]
  have hnorm : ‖u‖ ^ 2 + ‖w‖ ^ 2 = 1 := by
    have h1 : inner ℝ n n = (1 : ℝ) := by
      rw [real_inner_self_eq_norm_sq, hn]; norm_num
    rw [hdec, inner_add_left, inner_add_right, inner_add_right, huw, hwu,
      real_inner_self_eq_norm_sq, real_inner_self_eq_norm_sq] at h1
    linarith
  have hcurv : curvature H n = h * ‖u‖ ^ 2 + inner ℝ w (H w) := by
    rw [curvature, hdec, map_add, inner_add_left, inner_add_right, inner_add_right, huHw,
      hu, real_inner_smul_right, real_inner_smul_right, hwu, real_inner_self_eq_norm_sq]
    ring
  have hexcess : (m - h) * ‖w‖ ^ 2 ≤ curvature H n - h := by
    have hu2 : ‖u‖ ^ 2 = 1 - ‖w‖ ^ 2 := by linarith
    rw [hu2] at hcurv
    linarith
  have hstep : (m - curvature H n) * ‖w‖ ^ 2 ≤ curvature H n - h := by
    linarith [mul_nonneg hlo (sq_nonneg ‖w‖)]
  have hr0 : 0 ≤ residual H n := norm_nonneg _
  rw [le_div_iff₀ hpos, ← sq_le_sq₀ (mul_nonneg (norm_nonneg w) hpos.le) hr0]
  linarith [mul_le_mul_of_nonneg_left hstep hpos.le]
```

## A certificate for positive curvature

If the residual satisfies $r^2<c(m-c)$, with $c<m$ as before, then

$$c-h\le\frac{r^2}{m-c}<c,$$

and so $h>0$. The assumptions force $0<c<m$, so the gap condition already makes every other eigenvalue positive, and the criterion settles only the sign of the lowest one. At a stationary point of the energy, $h>0$ means a local minimum within the finite set of coordinates on which $H$ acts. Overall translations of a free molecule have eigenvalue zero, and at a stationary point so do its overall rotations. Both must be removed from those coordinates before the criterion can be met.

The proof combines the upper bound `hup` with the divided form `hlt` of the assumption.

```lean
/-- Let `h` be the lowest eigenvalue of a symmetric `H` and let all its other eigenvalues be at
least `m`. If some unit vector has curvature `c < m` and residual `r` with `r² < c (m - c)`, then
`h` is positive. -/
theorem lowest_eigenvalue_pos {H : E →ₗ[ℝ] E} (hH : H.IsSymmetric) {h m : ℝ}
    (hlow : IsLeast {μ : ℝ | HasEigenvalue H μ} h)
    (hgap : ∀ μ, HasEigenvalue H μ → μ ≠ h → m ≤ μ)
    {n : E} (hn : ‖n‖ = 1) (hc : curvature H n < m)
    (hr : residual H n ^ 2 < curvature H n * (m - curvature H n)) : 0 < h := by
  have hup := (curvature_error_bound hH hlow hgap hn hc).2
  have hlt := (div_lt_iff₀ (sub_pos.mpr hc)).mpr hr
  linarith

end MinimumMode
```

```lean
#print axioms MinimumMode.curvature_error_eq
#print axioms MinimumMode.direction_error_bound
#print axioms MinimumMode.lowest_eigenvalue_pos
```

```
'MinimumMode.curvature_error_eq' depends on axioms: [propext, Classical.choice, Quot.sound]
'MinimumMode.direction_error_bound' depends on axioms: [propext, Classical.choice, Quot.sound]
'MinimumMode.lowest_eigenvalue_pos' depends on axioms: [propext, Classical.choice, Quot.sound]
```
